# The hypervirial theorem for a radial Schrödinger equation with vanishing boundary terms

The theorem `hypervirial` concerns a real solution of u'' = W u on r > 0, the form of a radial Schrödinger equation in which W holds the potential, the centrifugal term and the energy. For a weight function f it states that the integral of (f'''/2 − 2f'W − fW')u² over r > 0 is zero, provided that this integrand is integrable, the derivatives involved exist, and the quadratic form G = fu'² − f'uu' + (f''/2 − fW)u² tends to zero at the origin and at infinity. u need not be normalised; if ∫u² is finite and nonzero, dividing by it gives a zero expectation value. The proof uses the fact that the integrand is G', sets G to zero at the origin so that it is continuous there from the right, and applies the fundamental theorem of calculus on the half-line.

The first attempt, which Lean rejects:

```lean
import Mathlib

open MeasureTheory Set Filter Topology

namespace Hypervirial

noncomputable section

/-- The quadratic form `G = f u'² - f' u u' + (f''/2 - f W) u²`, where `f1`, `f2` stand for
`f'`, `f''` and `v` for `u'`. -/
def G (f f1 f2 W u v : ℝ → ℝ) (r : ℝ) : ℝ :=
  f r * v r ^ 2 - f1 r * u r * v r + (f2 r / 2 - f r * W r) * u r ^ 2

/-- If `u'' = W u`, then `G' = (f'''/2 - 2 f' W - f W') u²`. -/
theorem hasDerivAt_G {f f1 f2 W u v : ℝ → ℝ} {f3 W1 r : ℝ}
    (hf : HasDerivAt f (f1 r) r) (hf1 : HasDerivAt f1 (f2 r) r) (hf2 : HasDerivAt f2 f3 r)
    (hW : HasDerivAt W W1 r) (hu : HasDerivAt u (v r) r) (hv : HasDerivAt v (W r * u r) r) :
    HasDerivAt (G f f1 f2 W u v) ((f3 / 2 - 2 * f1 r * W r - f r * W1) * u r ^ 2) r := by
  have h := ((hf.fun_mul (hv.fun_pow 2)).fun_sub ((hf1.fun_mul hu).fun_mul hv)).fun_add
    (((hf2.div_const 2).fun_sub (hf.fun_mul hW)).fun_mul (hu.fun_pow 2))
  refine h.congr_deriv ?_
  simp only [Nat.cast_ofNat, show 2 - 1 = 1 from rfl, pow_one]
  ring

/-- If `u'' = W u` on `r > 0`, `G` vanishes at both ends and `G'` is integrable, then the integral
of `(f'''/2 - 2 f' W - f W') u²` over `r > 0` is zero. -/
theorem hypervirial {f f1 f2 f3 W W1 u v : ℝ → ℝ}
    (hf : ∀ r, 0 < r → HasDerivAt f (f1 r) r) (hf1 : ∀ r, 0 < r → HasDerivAt f1 (f2 r) r)
    (hf2 : ∀ r, 0 < r → HasDerivAt f2 (f3 r) r) (hW : ∀ r, 0 < r → HasDerivAt W (W1 r) r)
    (hu : ∀ r, 0 < r → HasDerivAt u (v r) r) (hv : ∀ r, 0 < r → HasDerivAt v (W r * u r) r)
    (hint : IntegrableOn
      (fun r => (f3 r / 2 - 2 * f1 r * W r - f r * W1 r) * u r ^ 2) (Ioi 0))
    (h0 : Tendsto (G f f1 f2 W u v) (𝓝[>] 0) (𝓝 0))
    (hinf : Tendsto (G f f1 f2 W u v) atTop (𝓝 0)) :
    ∫ r in Ioi (0 : ℝ), (f3 r / 2 - 2 * f1 r * W r - f r * W1 r) * u r ^ 2 = 0 := by
  -- extend `G` to the origin by its limit
  have hc : ContinuousWithinAt (Function.update (G f f1 f2 W u v) 0 0) (Ici 0) 0 := by
    rw [continuousWithinAt_update_same, Ici_diff_left]
    exact h0
  have hd : ∀ r ∈ Ioi (0 : ℝ), HasDerivAt (Function.update (G f f1 f2 W u v) 0 0)
      ((f3 r / 2 - 2 * f1 r * W r - f r * W1 r) * u r ^ 2) r := by
    intro r hr
    refine (hasDerivAt_G (hf r hr) (hf1 r hr) (hf2 r hr) (hW r hr) (hu r hr)
      (hv r hr)).congr_of_eventuallyEq ?_
    filter_upwards [Ioi_mem_nhds hr] with y hy
    exact Function.update_of_ne (mem_Ioi.mp hy).ne' _ _
  have ht : Tendsto (Function.update (G f f1 f2 W u v) 0 0) atTop (𝓝 0) := by
    refine hinf.congr' ?_
    filter_upwards [eventually_gt_atTop (0 : ℝ)] with y hy
    exact (Function.update_of_ne hy.ne' _ _).symm
  rw [integral_Ioi_of_hasDerivAt_of_tendsto hc hd hint ht, Function.update_self, sub_zero]

end

end Hypervirial
```

The error:

```
Main.lean:38:40: error(lean.unknownIdentifier): Unknown identifier `Ici_diff_left`
```

Diagnosis. The message says that Lean finds no declaration called `Ici_diff_left` under the namespaces open here. The name was meant to supply the set equality that turns `Ici 0 \ {0}` into `Ioi 0`.

That step matters because `continuousWithinAt_update_same` reduces the continuity of the updated function to a limit of `G` at 0 within `Ici 0 \ {0}`, while the hypothesis `h0` gives the limit within `Ioi 0`. The two sets are equal, but they are written differently, and the rewrite that should have joined them has no lemma to use.

The repair drops the missing name and keeps the first rewrite. It then proves directly that every point of `Ici 0 \ {0}` lies in `Ioi 0`: such a point satisfies 0 ≤ x and x ≠ 0, hence 0 < x. `nhdsWithin_mono` turns this inclusion into a comparison of the two filters, and `h0.mono_left` carries the limit over to the filter in the goal. Only this one inclusion is needed, not the equality of the sets.

The mended proof, as a diff:

```diff
@@ -36,6 +36,7 @@
   -- extend `G` to the origin by its limit
   have hc : ContinuousWithinAt (Function.update (G f f1 f2 W u v) 0 0) (Ici 0) 0 := by
-    rw [continuousWithinAt_update_same, Ici_diff_left]
-    exact h0
+    rw [continuousWithinAt_update_same]
+    exact h0.mono_left (nhdsWithin_mono 0 (fun x hx =>
+      mem_Ioi.mpr (lt_of_le_of_ne (mem_Ici.mp hx.1) (fun h => hx.2 h.symm))))
   have hd : ∀ r ∈ Ioi (0 : ℝ), HasDerivAt (Function.update (G f f1 f2 W u v) 0 0)
       ((f3 r / 2 - 2 * f1 r * W r - f r * W1 r) * u r ^ 2) r := by
```
